# In a harmonic planar ferromagnet without in-plane anisotropy or applied field, the long-wavelength spin-wave integral converges exactly when dipolar coupling is present

Take a thin ferromagnetic film magnetised in its plane, and keep only the exchange energy \(\rho q^2\) of a long spin wave with wave number \(q\). In classical harmonic theory each wave is thermally excited in proportion to temperature over energy. The mean-square deviation of the magnetisation then contains

\[
\int \frac{d^2q}{\rho q^2} = \frac{2\pi}{\rho}\int_0^Q \frac{dq}{q},
\]

which diverges at small \(q\) for every upper cutoff \(Q>0\). Dipolar coupling adds a term \(c\,q\sin^2\varphi\), where \(c\ge 0\) is its strength and \(\varphi\) is the angle between the wave vector and the magnetisation. This term vanishes for waves along the magnetisation, so it is not obvious that it helps enough. For this energy, with \(\rho>0\), it does: the integral is finite exactly when \(c>0\).

## The energy and its radial weight

```lean
import Mathlib

open Real MeasureTheory Set

namespace DipolarSpinWaves

noncomputable section
```

The first line loads Mathlib, the mathematical library of Lean. The `open` line allows short names such as `sin`, `π` and `IntegrableOn`.

```lean
/-- Spin-wave energy of a planar ferromagnet at wave number `q` and angle `φ`, with exchange
stiffness `ρ` and dipolar strength `c`. -/
def spinWaveEnergy (ρ c q φ : ℝ) : ℝ := ρ * q ^ 2 + c * q * sin φ ^ 2
```

This definition reads

\[
E(q,\varphi)=\rho q^2+c\,q\sin^2\varphi .
\]

All arguments are real numbers, and their signs are restricted only in the theorems. The constant \(\rho\) stands for the exchange stiffness, the cost of turning neighbouring spins against each other. The constant \(c\) stands for the magnetostatic energy of the magnetic charges that an in-plane deviation creates, in a film much thinner than the wavelength. \(E\) is the energy cost of such a deviation at unit amplitude, and should not be read as a magnon frequency. The form of \(E\) is assumed, not derived from a lattice of spins.

```lean
/-- The inverse spin-wave energy integrated over the angle, times the factor `q` of the planar
area element; meant for `ρ > 0`, `c ≥ 0` and `q > 0`. -/
def radialWeight (ρ c q : ℝ) : ℝ :=
  q * ∫ φ in (0 : ℝ)..(2 * π), 1 / spinWaveEnergy ρ c q φ
```

In polar coordinates \(d^2q=q\,dq\,d\varphi\). The radial weight collects everything except \(dq\):

\[
w(q)=q\int_0^{2\pi}\frac{d\varphi}{E(q,\varphi)} .
\]

The notation `∫ φ in (0 : ℝ)..(2 * π)` is the integral from \(0\) to \(2\pi\). Temperature and other prefactors are left out, since they do not affect convergence.

## The angular integral

```lean
/-- The anisotropic form `cos² φ + m sin² φ` with `m > 0` is positive in every direction. -/
theorem anisotropy_pos {m : ℝ} (hm : 0 < m) (φ : ℝ) : 0 < cos φ ^ 2 + m * sin φ ^ 2 := by
  have h1 := sin_sq_add_cos_sq φ
  rcases eq_or_ne (sin φ) 0 with h | h
  · have h2 : cos φ ^ 2 = 1 := by
      rw [h] at h1
      linarith
    rw [h, h2]
    norm_num
  · positivity
```

A theorem lists its hypotheses before the colon and its claim after it; the proof follows `:= by`. Here the hypothesis `hm` says \(m>0\), and the claim is \(\cos^2\varphi+m\sin^2\varphi>0\).

By hand, there are two cases. If \(\sin\varphi=0\), then \(\cos^2\varphi=1\) and the expression equals 1. Otherwise \(m\sin^2\varphi>0\) and \(\cos^2\varphi\ge0\). The `rcases` line makes the same split, and the tactic `positivity` settles the second case.

```lean
/-- For `k > 0`, an explicit antiderivative of `k / (cos² φ + k² sin² φ)`, valid at every angle. -/
theorem hasDerivAt_angle {k : ℝ} (hk : 0 < k) (φ : ℝ) :
    HasDerivAt (fun x => x + arctan ((k - 1) * (sin x * cos x) / (cos x ^ 2 + k * sin x ^ 2)))
      (k / (cos φ ^ 2 + k ^ 2 * sin φ ^ 2)) φ := by
  have h1 := sin_sq_add_cos_sq φ
  have hD := anisotropy_pos hk φ
  have hE := anisotropy_pos (pow_pos hk 2) φ
  have hN : HasDerivAt (fun x => (k - 1) * (sin x * cos x))
      ((k - 1) * (cos φ * cos φ + sin φ * (-sin φ))) φ :=
    ((hasDerivAt_sin φ).fun_mul (hasDerivAt_cos φ)).const_mul (k - 1)
  have hD' : HasDerivAt (fun x => cos x ^ 2 + k * sin x ^ 2)
      (2 * cos φ * (-sin φ) + k * (2 * sin φ * cos φ)) φ := by
    refine (((hasDerivAt_cos φ).fun_pow 2).fun_add
      (((hasDerivAt_sin φ).fun_pow 2).const_mul k)).congr_deriv ?_
    norm_num
  -- the algebra of the arctangent derivative, with numerator N and denominator D
  have alg : ∀ D N P E : ℝ, D ≠ 0 → E ≠ 0 → D ^ 2 + N ^ 2 = E → E + P = k →
      1 + 1 / (1 + (N / D) ^ 2) * (P / D ^ 2) = k / E := by
    intro D N P E hD hE h h2
    have h3 : 1 + (N / D) ^ 2 = E / D ^ 2 := by
      rw [← h]
      field_simp
    rw [h3, ← h2]
    field_simp
  refine ((hasDerivAt_id' φ).fun_add (hN.fun_div hD' hD.ne').arctan).congr_deriv ?_
  exact alg (cos φ ^ 2 + k * sin φ ^ 2) ((k - 1) * (sin φ * cos φ))
    ((k - 1) * (cos φ * cos φ + sin φ * (-sin φ)) * (cos φ ^ 2 + k * sin φ ^ 2)
      - (k - 1) * (sin φ * cos φ) * (2 * cos φ * (-sin φ) + k * (2 * sin φ * cos φ)))
    (cos φ ^ 2 + k ^ 2 * sin φ ^ 2) hD.ne' hE.ne'
    (by linear_combination (cos φ ^ 2 + k ^ 2 * sin φ ^ 2) * h1)
    (by linear_combination ((k - 1) * (cos φ ^ 2 - k * sin φ ^ 2) + k) * h1)
```

`HasDerivAt f f' x` says that the function `f` has derivative `f'` at `x`. The familiar antiderivative of \(k/(\cos^2\varphi+k^2\sin^2\varphi)\), for \(k>0\), is \(\arctan(k\tan\varphi)\), but it jumps at \(\varphi=\pi/2\). Subtracting \(\varphi\) and using the tangent addition formula suggests a version without jumps:

\[
\varphi+\arctan\frac{N}{D},\qquad N=(k-1)\sin\varphi\cos\varphi,\qquad D=\cos^2\varphi+k\sin^2\varphi .
\]

The previous theorem gives \(D>0\), so this is smooth at every angle. Its derivative is

\[
1+\frac{P}{D^2+N^2},\qquad P=N'D-ND' .
\]

Expanding and using \(\sin^2\varphi+\cos^2\varphi=1\) gives

\[
D^2+N^2=(\cos^2\varphi+\sin^2\varphi)(\cos^2\varphi+k^2\sin^2\varphi)=\cos^2\varphi+k^2\sin^2\varphi=:G,
\]
\[
P=(k-1)(\cos^2\varphi-k\sin^2\varphi),\qquad G+P=k .
\]

The derivative is therefore \((G+P)/G=k/G\), as claimed.

In the proof, `hN` and `hD'` are the derivatives of \(N\) and \(D\). The auxiliary statement `alg` does the fraction algebra for arbitrary numbers, with the letter `E` for the present \(G\). The two `linear_combination` lines then verify \(D^2+N^2=G\) and \(G+P=k\) as multiples of the identity `h1`, which is \(\sin^2\varphi+\cos^2\varphi=1\).

```lean
/-- The integral of `1 / (a + b sin² φ)` over the full circle is `2π / √(a (a + b))`, for
`a > 0` and `a + b > 0`. -/
theorem angular_integral {a b : ℝ} (ha : 0 < a) (hab : 0 < a + b) :
    ∫ φ in (0 : ℝ)..(2 * π), 1 / (a + b * sin φ ^ 2) = 2 * π / √(a * (a + b)) := by
  obtain ⟨k, hk, hk2⟩ : ∃ k : ℝ, 0 < k ∧ a * k ^ 2 = a + b := by
    refine ⟨√((a + b) / a), sqrt_pos.2 (div_pos hab ha), ?_⟩
    rw [sq_sqrt (div_pos hab ha).le]
    field_simp
  have hs : √(a * (a + b)) = a * k := by
    rw [show a * (a + b) = (a * k) ^ 2 by linear_combination -a * hk2,
      sqrt_sq (mul_pos ha hk).le]
  have hE : ∀ x, a + b * sin x ^ 2 = a * (cos x ^ 2 + k ^ 2 * sin x ^ 2) := fun x => by
    linear_combination -(sin x ^ 2) * hk2 - a * sin_sq_add_cos_sq x
  have hpos : ∀ x, 0 < cos x ^ 2 + k ^ 2 * sin x ^ 2 := anisotropy_pos (pow_pos hk 2)
  have hc : Continuous fun x => 1 / (a + b * sin x ^ 2) := by
    refine continuous_const.div (by fun_prop) (fun x => ?_)
    rw [hE]
    exact (mul_pos ha (hpos x)).ne'
  have hd : ∀ x ∈ uIcc 0 (2 * π), HasDerivAt (fun x => 1 / (a * k) *
      (x + arctan ((k - 1) * (sin x * cos x) / (cos x ^ 2 + k * sin x ^ 2))))
      (1 / (a + b * sin x ^ 2)) x := by
    intro x _
    refine ((hasDerivAt_angle hk x).const_mul (1 / (a * k))).congr_deriv ?_
    rw [hE]
    have hx := (hpos x).ne'
    generalize cos x ^ 2 + k ^ 2 * sin x ^ 2 = E at hx ⊢
    field_simp
  -- the arctangent vanishes at both ends, so only the full turn contributes
  rw [intervalIntegral.integral_eq_sub_of_hasDerivAt hd (hc.intervalIntegrable _ _), hs]
  simp only [sin_two_pi, sin_zero, zero_mul, mul_zero, zero_div, arctan_zero, add_zero]
  ring
```

For \(a>0\) and \(a+b>0\),

\[
\int_0^{2\pi}\frac{d\varphi}{a+b\sin^2\varphi}=\frac{2\pi}{\sqrt{a(a+b)}} .
\]

Negative \(b\) is allowed as long as \(b>-a\). To derive the formula, set \(k=\sqrt{(a+b)/a}\), so that \(ak^2=a+b\). Then

\[
a+b\sin^2\varphi=a(\cos^2\varphi+k^2\sin^2\varphi),
\]

and the integrand is \(1/(ak)\) times the derivative just found. The arctangent vanishes at both ends because \(\sin 0=\sin 2\pi=0\). Only the term \(\varphi\) contributes, giving \(2\pi/(ak)\), and \(ak=\sqrt{a(a+b)}\).

The Lean proof follows this order: `obtain` introduces \(k\), `hs` identifies the square root, `hE` rewrites the denominator, `hc` shows that the integrand is continuous, and `hd` supplies the antiderivative. The fundamental theorem of calculus enters as `integral_eq_sub_of_hasDerivAt`.

## The weight with and without dipolar coupling

```lean
/-- The radial weight in closed form, for `q > 0`. -/
theorem radialWeight_eq {ρ c q : ℝ} (hρ : 0 < ρ) (hc : 0 ≤ c) (hq : 0 < q) :
    radialWeight ρ c q = 2 * π / √(ρ * (ρ * q ^ 2 + c * q)) := by
  have h := angular_integral (a := ρ * q ^ 2) (b := c * q) (by positivity) (by positivity)
  simp only [radialWeight, spinWaveEnergy]
  rw [h, show ρ * q ^ 2 * (ρ * q ^ 2 + c * q) = q ^ 2 * (ρ * (ρ * q ^ 2 + c * q)) by ring,
    sqrt_mul (sq_nonneg q), sqrt_sq hq.le, mul_div_assoc', mul_div_mul_left _ _ hq.ne']
```

Putting \(a=\rho q^2\) and \(b=cq\) into the angular integral gives, for \(\rho>0\), \(c\ge0\) and \(q>0\),

\[
w(q)=q\,\frac{2\pi}{\sqrt{\rho q^2(\rho q^2+cq)}}=\frac{2\pi}{\sqrt{\rho(\rho q^2+cq)}} .
\]

The proof makes the same substitution, pulls \(q^2\) out of the root and cancels \(q\). For \(c>0\) and small \(q\) the weight behaves like \(2\pi/\sqrt{\rho c q}\). It still grows without bound, but only as \(q^{-1/2}\), which is integrable. The waves along the magnetisation stay soft, but they fill too narrow a range of angles to cause a divergence.

```lean
/-- With exchange alone the radial weight is `2π / (ρ q)`. -/
theorem radialWeight_exchange {ρ q : ℝ} (hρ : 0 < ρ) (hq : 0 < q) :
    radialWeight ρ 0 q = 2 * π / (ρ * q) := by
  rw [radialWeight_eq hρ le_rfl hq, show ρ * (ρ * q ^ 2 + 0 * q) = (ρ * q) ^ 2 by ring,
    sqrt_sq (mul_pos hρ hq).le]
```

At \(c=0\) the root becomes \(\sqrt{(\rho q)^2}=\rho q\), so \(w(q)=2\pi/(\rho q)\). This is the exchange-only integrand from the beginning.

## The radial integral

```lean
/-- For `c > 0` and `q > 0` the radial weight is the derivative of
`(4π/ρ) arsinh √(ρ q / c)`. -/
theorem hasDerivAt_radial {ρ c q : ℝ} (hρ : 0 < ρ) (hc : 0 < c) (hq : 0 < q) :
    HasDerivAt (fun x => 4 * π / ρ * arsinh √(ρ * x / c)) (radialWeight ρ c q) q := by
  have ht : 0 < ρ * q / c := by positivity
  have h0 : 0 < 1 + ρ * q / c := by positivity
  have hi : HasDerivAt (fun x => √(ρ * x / c)) (ρ * 1 / c / (2 * √(ρ * q / c))) q :=
    (((hasDerivAt_id' q).const_mul ρ).div_const c).sqrt ht.ne'
  have ho : HasDerivAt (fun x => arsinh √(ρ * x / c))
      ((√(1 + √(ρ * q / c) ^ 2))⁻¹ * (ρ * 1 / c / (2 * √(ρ * q / c)))) q :=
    (hasDerivAt_arsinh _).comp q hi
  have key : ∀ t, c * t = ρ * q → ρ * (ρ * q ^ 2 + c * q) = c ^ 2 * ((1 + t) * t) := by
    intro t h
    linear_combination -(c * t + ρ * q + c) * h
  have hS : √(ρ * (ρ * q ^ 2 + c * q)) = c * (√(1 + ρ * q / c) * √(ρ * q / c)) := by
    rw [key (ρ * q / c) (by field_simp), sqrt_mul (sq_nonneg c), sqrt_sq hc.le,
      sqrt_mul h0.le]
  refine (ho.const_mul (4 * π / ρ)).congr_deriv ?_
  rw [radialWeight_eq hρ hc.le hq, hS, sq_sqrt ht.le]
  have hA := sqrt_pos.2 h0
  have hB := sqrt_pos.2 ht
  generalize √(1 + ρ * q / c) = A at hA ⊢
  generalize √(ρ * q / c) = B at hB ⊢
  field_simp
  ring
```

For \(\rho>0\), \(c>0\) and \(q>0\), the weight is the derivative of

\[
F(q)=\frac{4\pi}{\rho}\,\operatorname{arsinh}\sqrt{\frac{\rho q}{c}} .
\]

With \(t=\rho q/c\), the chain rule gives

\[
F'(q)=\frac{4\pi}{\rho}\cdot\frac{1}{\sqrt{1+t}}\cdot\frac{1}{2\sqrt t}\cdot\frac{\rho}{c}=\frac{2\pi}{c\sqrt{t(1+t)}} .
\]

Since \(\rho q=ct\), we also have \(\rho(\rho q^2+cq)=c^2t(1+t)\), so this is \(w(q)\). In the proof, `hi` differentiates the inner square root, `ho` applies the chain rule, and `key` and `hS` rewrite the root in the weight. The two remaining square roots are then named `A` and `B`, which leaves ordinary algebra for `field_simp` and `ring`.

```lean
/-- With dipolar coupling `c > 0` the radial weight is integrable up to any cutoff `Q`, and its
integral is `(4π/ρ) arsinh √(ρ Q / c)`. -/
theorem dipolar_integral {ρ c Q : ℝ} (hρ : 0 < ρ) (hc : 0 < c) (hQ : 0 < Q) :
    IntegrableOn (radialWeight ρ c) (Ioc 0 Q) ∧
      ∫ q in (0 : ℝ)..Q, radialWeight ρ c q = 4 * π / ρ * arsinh √(ρ * Q / c) := by
  have hs : Continuous fun x => √(ρ * x / c) := by fun_prop
  have hcont : ContinuousOn (fun x => 4 * π / ρ * arsinh √(ρ * x / c)) (Icc 0 Q) :=
    (continuous_const.mul (continuous_arsinh.comp hs)).continuousOn
  have hd : ∀ x ∈ Ioo 0 Q, HasDerivAt (fun x => 4 * π / ρ * arsinh √(ρ * x / c))
      (radialWeight ρ c x) x := fun x hx => hasDerivAt_radial hρ hc hx.1
  -- a nonnegative derivative of a continuous function is integrable
  have hint : IntegrableOn (radialWeight ρ c) (Ioc 0 Q) :=
    intervalIntegral.integrableOn_deriv_of_nonneg hcont hd (fun x hx => by
      rw [radialWeight_eq hρ hc.le hx.1]
      positivity)
  refine ⟨hint, ?_⟩
  rw [intervalIntegral.integral_eq_sub_of_hasDerivAt_of_le hQ.le hcont hd
    ((intervalIntegrable_iff_integrableOn_Ioc_of_le hQ.le).2 hint)]
  simp
```

The symbol `∧` means "and", so the theorem makes two claims for \(\rho,c,Q>0\). The first is that \(w\) is Lebesgue integrable on \((0,Q]\), written `Ioc 0 Q`. Here `radialWeight ρ c`, with its last argument left open, is the function \(q\mapsto w(q)\). The second claim is

\[
\int_0^Q w(q)\,dq=\frac{4\pi}{\rho}\,\operatorname{arsinh}\sqrt{\frac{\rho Q}{c}} .
\]

The first claim states convergence openly. Lean assigns the value 0 to the integral of a non-integrable function, so an integral formula in Lean does not always imply convergence; here it would, because the value is positive.

By hand, integrate from \(\varepsilon>0\) to \(Q\) and obtain \(F(Q)-F(\varepsilon)\). Because \(w\ge0\), this increases as \(\varepsilon\to0\), and because \(F\) is continuous with \(F(0)=0\), it tends to the finite value \(F(Q)\). Lean packages this argument in `integrableOn_deriv_of_nonneg`: a nonnegative derivative of a continuous function is integrable. The inputs are `hcont`, the continuity of \(F\) on \([0,Q]\), and `hd`, its derivative inside the interval.

The limit of weak dipolar coupling shows how the divergence returns. For large \(x\), \(\operatorname{arsinh}x\approx\ln 2x\), so for \(c\ll\rho Q\)

\[
\int_0^Q w(q)\,dq\approx\frac{2\pi}{\rho}\ln\frac{4\rho Q}{c} .
\]

This is what exchange alone would give if the integral were cut off below at \(q=c/(4\rho)\).

## The criterion for convergence

```lean
/-- The radial weight is integrable at long wavelength exactly when the dipolar coupling is
nonzero. -/
theorem integrable_iff_dipolar {ρ c Q : ℝ} (hρ : 0 < ρ) (hc : 0 ≤ c) (hQ : 0 < Q) :
    IntegrableOn (radialWeight ρ c) (Ioc 0 Q) ↔ 0 < c := by
  refine ⟨fun h => ?_, fun h => (dipolar_integral hρ h hQ).1⟩
  by_contra hn
  have h0 : c = 0 := le_antisymm (not_lt.1 hn) hc
  rw [h0] at h
  -- without dipolar coupling, 1/q would be integrable at the origin
  have h' : IntegrableOn (fun q => ρ / (2 * π) * radialWeight ρ 0 q) (Ioc 0 Q) :=
    Integrable.const_mul h _
  have hinv : IntegrableOn (fun q : ℝ => q⁻¹) (Ioc 0 Q) := by
    refine h'.congr_fun (fun q hq => ?_) measurableSet_Ioc
    have hq0 : 0 < q := hq.1
    show ρ / (2 * π) * radialWeight ρ 0 q = q⁻¹
    rw [radialWeight_exchange hρ hq0]
    field_simp
  rcases intervalIntegrable_inv_iff.1
    ((intervalIntegrable_iff_integrableOn_Ioc_of_le hQ.le).2 hinv) with h1 | h1
  · exact hQ.ne h1
  · exact h1 left_mem_uIcc

end

end DipolarSpinWaves
```

The symbol `↔` means "if and only if". For \(\rho>0\), \(c\ge0\) and any cutoff \(Q>0\), the radial weight is integrable on \((0,Q]\) exactly when \(c>0\).

One direction is the previous theorem. For the other, suppose that \(w\) is integrable but \(c\) is not positive. Then \(c=0\) and \(w(q)=2\pi/(\rho q)\). Multiplying by \(\rho/(2\pi)\) would make \(1/q\) integrable on \((0,Q]\), whereas

\[
\int_\varepsilon^Q\frac{dq}{q}=\ln\frac{Q}{\varepsilon}\to\infty\qquad(\varepsilon\to0).
\]

In Lean, `by_contra` starts the contradiction, `h'` is the rescaled weight, and `hinv` identifies it with \(1/q\). The Mathlib result `intervalIntegrable_inv_iff` then leaves two possibilities: the endpoints coincide, or zero lies outside the closed interval. Both are false for the interval from \(0\) to \(Q>0\).

For simulations of thin films, a sample of lateral size \(L\) can be represented roughly by starting the radial integral at \(q=2\pi/L\) instead of zero. Within this non-interacting continuum model, the resulting estimate of the mean-square deviation grows logarithmically with \(L\) if the dipolar term is left out, and approaches a finite value if it is kept. The uniform rotation of the magnetisation, at \(q=0\), has zero energy in this model in either case and has to be treated separately; in a real finite film its dipolar energy can depend on the shape of the sample. The model has no applied field, no crystalline anisotropy and no interaction between spin waves, and a finite integral in it does not by itself establish magnetic order in an interacting film.

```lean
#print axioms DipolarSpinWaves.integrable_iff_dipolar
```

```
'DipolarSpinWaves.integrable_iff_dipolar' depends on axioms: [propext, Classical.choice, Quot.sound]
```
